# The quintet is lowest in the spin-1 dimer $a\,\mathbf S_1\!\cdot\!\mathbf S_2 + b\,(\mathbf S_1\!\cdot\!\mathbf S_2)^2$ exactly when $a \le 0$ and $a \le b$

For two spins coupled by $a\,\mathbf S_1\!\cdot\!\mathbf S_2$ alone, a negative $a$ puts the state of highest total spin at the bottom of the spectrum. Carried over to two spins 1 with an added term $b\,(\mathbf S_1\!\cdot\!\mathbf S_2)^2$, this sign rule can give the wrong ground state. At $a=-1$, $b=-2$ the states of total spin $S=2,1,0$ (quintet, triplet, singlet) have energies $-3$, $-1$ and $-6$, so the singlet lies lowest although $a$ is ferromagnetic. The quintet is lowest, possibly in a tie, exactly when $a\le 0$ and $a\le b$. When energies from an electronic-structure calculation on two spin-1 centres are fitted to this isotropic two-site model, these inequalities decide whether the fitted model has a high-spin ground level.

## Two spins 1 in the Cartesian basis

The opening lines give access to Kronecker products and to the partial order on complex numbers in which $z\le w$ means equal imaginary parts and ordered real parts.

```lean
import Mathlib

open Matrix Complex
open scoped Kronecker ComplexOrder

namespace BilinearBiquadraticDimer

noncomputable section
```

A spin 1 has three basis states $|x\rangle,|y\rangle,|z\rangle$, numbered $0,1,2$. A state of the dimer is an array of nine complex amplitudes $v_{ij}$, with $i$ for the first spin and $j$ for the second, and an operator is a $9\times 9$ matrix indexed by such pairs.

```lean
/-- Operators on the nine-dimensional space of two spins 1. -/
abbrev Dimer := Matrix (Fin 3 × Fin 3) (Fin 3 × Fin 3) ℂ
```

With $\hbar=1$ and the Levi-Civita symbol $\varepsilon_{012}=1$, the spin components are $(S_k)_{ij}=-\mathrm i\,\varepsilon_{kij}$ for $k=0,1,2$, so `spin 0`, `spin 1`, `spin 2` are $S_x,S_y,S_z$. In this basis $S_z$ is not diagonal.

```lean
/-- The spin-1 matrices in the Cartesian basis, `(S_k)_{ij} = -i ε_{kij}`. -/
def spin : Fin 3 → Matrix (Fin 3) (Fin 3) ℂ :=
  ![!![0, 0, 0; 0, 0, -I; 0, I, 0], !![0, 0, I; 0, 0, 0; -I, 0, 0],
    !![0, -I, 0; I, 0, 0; 0, 0, 0]]
```

The exchange operator is $X=\mathbf S_1\!\cdot\!\mathbf S_2=\sum_k S_k\otimes S_k$, where $(A\otimes B)_{(i,j),(m,n)}=A_{im}B_{jn}$ is written `⊗ₖ`.

```lean
/-- The exchange operator `X = S₁ · S₂`. -/
def X : Dimer := ∑ k, spin k ⊗ₖ spin k
```

The squared total spin is defined independently of $X$, as $\mathbf S_{\rm tot}^2=\sum_k (S_k\otimes 1+1\otimes S_k)^2$.

```lean
/-- The squared total spin `(S₁ + S₂)²`. -/
def totalSpinSq : Dimer :=
  ∑ k, (spin k ⊗ₖ (1 : Matrix (Fin 3) (Fin 3) ℂ) + (1 : Matrix (Fin 3) (Fin 3) ℂ) ⊗ₖ spin k) *
    (spin k ⊗ₖ (1 : Matrix (Fin 3) (Fin 3) ℂ) + (1 : Matrix (Fin 3) (Fin 3) ℂ) ⊗ₖ spin k)
```

The Hamiltonian is $H=aX+bX^2$. The real numbers $a$ and $b$ are free parameters, not derived from an electronic model: $a$ is the Heisenberg exchange constant, ferromagnetic for $a<0$ in this sign convention, and $b$ is the strength of biquadratic exchange. Single-ion anisotropy, a magnetic field and temperature are absent, and both spins have the fixed size 1.

```lean
/-- The bilinear-biquadratic Hamiltonian `H = a X + b X²`. -/
def H (a b : ℝ) : Dimer := (a : ℂ) • X + (b : ℂ) • (X * X)
```

The mean energy of a vector $v$ is the Rayleigh quotient $\langle v|H|v\rangle/\langle v|v\rangle$, where `star v ⬝ᵥ` supplies the bra and `.re` turns numerator and denominator into real numbers. The quotient is meaningless at $v=0$, where Lean's division returns $0$, and every theorem about it concerns nonzero vectors.

```lean
/-- The mean energy `⟨v|H|v⟩ / ⟨v|v⟩` of a state `v`. -/
def meanEnergy (a b : ℝ) (v : Fin 3 × Fin 3 → ℂ) : ℝ :=
  (star v ⬝ᵥ H a b *ᵥ v).re / (star v ⬝ᵥ v).re
```

## Two operators that vanish at $X=1$, and three test states

The quintet will turn out to have $X=1$ and energy $a+b$, so the operator to study is $H-(a+b)=a(X-1)+b(X^2-1)$. Both terms contain the factor $X-1$. One convenient combination is $T=(X-1)(X+2)=X^2+X-2$.

```lean
/-- The operator `T = X² + X - 2`. -/
def T : Dimer := X * X + X - (2 : ℂ) • (1 : Dimer)
```

The other is $Q=(X-1)(X+1)=X^2-1$. Direct expansion gives
$$aT+(b-a)Q=aX+bX^2-(a+b).$$

```lean
/-- The operator `Q = X² - 1`. -/
def Q : Dimer := X * X - 1
```

One vector is chosen from each multiplet. The first is $\psi_{\rm s}=|xx\rangle+|yy\rangle+|zz\rangle$, with amplitudes $\delta_{ij}$; the normalised state is $\psi_{\rm s}/\sqrt3$.

```lean
/-- The state `|xx⟩ + |yy⟩ + |zz⟩`. -/
def singlet : Fin 3 × Fin 3 → ℂ := fun p => !![1, 0, 0; 0, 1, 0; 0, 0, 1] p.1 p.2
```

The second is the antisymmetric $\psi_{\rm t}=|xy\rangle-|yx\rangle$, normalised by $1/\sqrt2$.

```lean
/-- The state `|xy⟩ - |yx⟩`. -/
def triplet : Fin 3 × Fin 3 → ℂ := fun p => !![0, 1, 0; -1, 0, 0; 0, 0, 0] p.1 p.2
```

The third is the symmetric traceless $\psi_{\rm q}=|xy\rangle+|yx\rangle$, again normalised by $1/\sqrt2$. The Rayleigh quotient does not depend on these factors.

```lean
/-- The state `|xy⟩ + |yx⟩`. -/
def quintet : Fin 3 × Fin 3 → ℂ := fun p => !![0, 1, 0; 1, 0, 0; 0, 0, 0] p.1 p.2
```

## The matrices describe a spin 1

Each $S_k$ is imaginary and antisymmetric, hence Hermitian. The commutators are $[S_0,S_1]=\mathrm iS_2$ and cyclic. The Casimir operator is
$$\Big(\sum_k S_k^2\Big)_{ij}=-\sum_{k,m}\varepsilon_{kim}\varepsilon_{kmj}=\sum_{k,m}\varepsilon_{kim}\varepsilon_{kjm}=2\delta_{ij},$$
which is $s(s+1)$ for spin $s=1$. The proof compares the nine entries of each matrix equation. The commutators identify the matrices as angular momenta and are not used again.

```lean
/-- The matrices `S_k` are Hermitian, obey the angular momentum commutation relations,
and `S² = 2`. -/
theorem spin_one_algebra :
    (∀ k, (spin k)ᴴ = spin k) ∧
    spin 0 * spin 1 - spin 1 * spin 0 = I • spin 2 ∧
    spin 1 * spin 2 - spin 2 * spin 1 = I • spin 0 ∧
    spin 2 * spin 0 - spin 0 * spin 2 = I • spin 1 ∧
    ∑ k, spin k * spin k = (2 : ℂ) • (1 : Matrix (Fin 3) (Fin 3) ℂ) := by
  refine ⟨fun k => ?_, ?_, ?_, ?_, ?_⟩
  · fin_cases k <;> ext i j <;> fin_cases i <;> fin_cases j <;>
      simp [spin, conjTranspose_apply]
  all_goals
    (ext i j
     fin_cases i <;> fin_cases j <;>
      simp [spin, Fin.sum_univ_three] <;> norm_num)
```

## Total spin in terms of $X$

The factors $S_k\otimes1$ and $1\otimes S_k$ multiply to $S_k\otimes S_k$ in either order, so
$$\mathbf S_{\rm tot}^2=\sum_k\big(S_k^2\otimes1+2\,S_k\otimes S_k+1\otimes S_k^2\big)=2+2X+2 .$$
In the proof `c1` and `c2` are the two Casimir sums, `mul_kronecker_mul` is the rule $(A\otimes B)(C\otimes D)=AC\otimes BD$, and the last line adds the three contributions. The values $S(S+1)=0,2,6$ correspond to $X=-2,-1,1$.

```lean
/-- The squared total spin is `2 X + 4`. -/
theorem totalSpinSq_eq : totalSpinSq = (2 : ℂ) • X + (4 : ℂ) • (1 : Dimer) := by
  have c := spin_one_algebra.2.2.2.2
  rw [Fin.sum_univ_three] at c
  have c1 : (spin 0 * spin 0) ⊗ₖ (1 : Matrix (Fin 3) (Fin 3) ℂ)
      + (spin 1 * spin 1) ⊗ₖ (1 : Matrix (Fin 3) (Fin 3) ℂ)
      + (spin 2 * spin 2) ⊗ₖ (1 : Matrix (Fin 3) (Fin 3) ℂ) = (2 : ℂ) • (1 : Dimer) := by
    rw [← add_kronecker, ← add_kronecker, c, smul_kronecker, one_kronecker_one]
  have c2 : (1 : Matrix (Fin 3) (Fin 3) ℂ) ⊗ₖ (spin 0 * spin 0)
      + (1 : Matrix (Fin 3) (Fin 3) ℂ) ⊗ₖ (spin 1 * spin 1)
      + (1 : Matrix (Fin 3) (Fin 3) ℂ) ⊗ₖ (spin 2 * spin 2) = (2 : ℂ) • (1 : Dimer) := by
    rw [← kronecker_add, ← kronecker_add, c, kronecker_smul, one_kronecker_one]
  simp only [totalSpinSq, X, Fin.sum_univ_three, Matrix.add_mul, Matrix.mul_add,
    ← mul_kronecker_mul, Matrix.one_mul, Matrix.mul_one]
  linear_combination (norm := module) c1 + c2
```

## The cubic equation of $X$

The contraction of two Levi-Civita symbols gives the action on amplitudes:
$$(Xv)_{ij}=-\sum_{k,m,n}\varepsilon_{kim}\varepsilon_{kjn}v_{mn}=-\sum_{m,n}(\delta_{ij}\delta_{mn}-\delta_{in}\delta_{mj})v_{mn}=v_{ji}-\delta_{ij}\sum_k v_{kk}.$$
Lean obtains this formula separately for each of the nine pairs $(i,j)$.

```lean
/-- Action of `X` on Cartesian amplitudes: `(X v)_{ij} = v_{ji} - δ_{ij} ∑_k v_{kk}`. -/
theorem X_mulVec (v : Fin 3 × Fin 3 → ℂ) (i j : Fin 3) :
    (X *ᵥ v) (i, j) = v (j, i) - if i = j then v (0, 0) + v (1, 1) + v (2, 2) else 0 := by
  fin_cases i <;> fin_cases j <;>
    simp [X, spin, mulVec, dotProduct, Fintype.sum_prod_type, Fin.sum_univ_three,
      kroneckerMap_apply] <;> ring
```

Write $X=P-K$, with the swap $(Pv)_{ij}=v_{ji}$ and $(Kv)_{ij}=\delta_{ij}\sum_kv_{kk}$. Then $P^2=1$, $PK=KP=K$ and $K^2=3K$. It follows that
$$X^2=1-2K+3K=1+K,\qquad X^3=(P-K)(1+K)=P-3K,$$
and $X+2-2X^2=P-K+2-2-2K=P-3K$ as well. Thus $X^3=X+2-2X^2$, or $(X-1)(X+1)(X+2)=0$, and higher powers of $X$ reduce to $1$, $X$ and $X^2$. The Lean proof does not name $P$ and $K$. It applies the amplitude formula to each column of an arbitrary matrix `M` (the statement `h`), iterates it, compares entries in `key`, and sets `M` to the unit matrix.

```lean
/-- The exchange operator obeys the cubic equation `X³ = X + 2 - 2 X²`. -/
theorem X_cubic : X * (X * X) = X + (2 : ℂ) • (1 : Dimer) - (2 : ℂ) • (X * X) := by
  have h : ∀ (M : Dimer) (i j : Fin 3) (q : Fin 3 × Fin 3), (X * M) (i, j) q =
      M (j, i) q - if i = j then M (0, 0) q + M (1, 1) q + M (2, 2) q else 0 :=
    fun M i j q => X_mulVec (fun k => M k q) i j
  have key : ∀ M : Dimer,
      X * (X * (X * M)) = X * M + (2 : ℂ) • M - (2 : ℂ) • (X * (X * M)) := by
    intro M
    ext ⟨i, j⟩ q
    simp only [Matrix.add_apply, Matrix.sub_apply, Matrix.smul_apply, smul_eq_mul, h]
    fin_cases i <;> fin_cases j <;> simp <;> ring
  simpa only [mul_one] using key 1
```

## $H-(a+b)$ as a sum of two squares

Multiplying the cubic by $X$ gives $X^4=X^2+2X-2X^3=5X^2-4$. Then
$$T^2=X^4+2X^3-3X^2-4X+4=-2X^2-2X+4=-2T,$$
$$Q^2=X^4-2X^2+1=3X^2-3=3Q .$$
Substituting $T=-T^2/2$ and $Q=Q^2/3$ into $aT+(b-a)Q$ yields
$$H-(a+b)=\frac{-a}{2}\,T^2+\frac{b-a}{3}\,Q^2 .$$
In Lean `c3` is the cubic and `c4` is the cubic multiplied by $X$. After both sides are expanded, the coefficient $a/2-(b-a)/3$ of `c4` removes $X^4$, and the multiple $2(b-a)/3$ of `c3` removes what is left of $X^3$.

```lean
/-- Sum-of-squares form: `H - (a + b) = (-a/2) T² + ((b - a)/3) Q²`. -/
theorem sum_of_squares (a b : ℝ) :
    H a b - ((a + b : ℝ) : ℂ) • (1 : Dimer) =
      ((-a / 2 : ℝ) : ℂ) • (T * T) + (((b - a) / 3 : ℝ) : ℂ) • (Q * Q) := by
  have c3 := X_cubic
  have c4 := congrArg (fun M => X * M) c3
  simp only [mul_add, mul_sub, mul_smul_comm, mul_one] at c4
  push_cast
  simp only [H, T, Q, mul_add, add_mul, mul_sub, sub_mul, smul_mul_assoc, mul_smul_comm,
    mul_one, one_mul, mul_assoc]
  -- the cubic equation removes the powers X³ and X⁴
  linear_combination (norm := module)
    ((a : ℂ) / 2 - ((b : ℂ) - a) / 3) • c4 + (2 * ((b : ℂ) - a) / 3) • c3
```

As a reading aid that none of the theorems states, $T=P-1$ and $Q=K$, so $T^2/4$ projects on the antisymmetric states and $Q^2/9$ on $\psi_{\rm s}$; the identity then weights these projectors with $-2a$ and $3(b-a)$.

## Energies of the three multiplets

If $Xv=lv$ with $l$ real, then $X^2v=l^2v$ and $Hv=(al+bl^2)v$. For $v\ne0$ the norm $\langle v|v\rangle$ is positive (`hn`) and cancels from the quotient, which leaves $al+bl^2$.

```lean
/-- A nonzero eigenvector of `X` with real eigenvalue `l` has mean energy `a l + b l²`. -/
theorem meanEnergy_of_eigen (a b l : ℝ) {v : Fin 3 × Fin 3 → ℂ} (hv : v ≠ 0)
    (h : X *ᵥ v = (l : ℂ) • v) : meanEnergy a b v = a * l + b * l ^ 2 := by
  have hn : 0 < (star v ⬝ᵥ v).re := (Complex.lt_def.mp (lt_of_le_of_ne
    (dotProduct_star_self_nonneg v) (Ne.symm (mt dotProduct_star_self_eq_zero.mp hv)))).1
  have hH : H a b *ᵥ v = ((a * l + b * l ^ 2 : ℝ) : ℂ) • v := by
    simp only [H, add_mulVec, smul_mulVec, ← mulVec_mulVec, h, mulVec_smul]
    push_cast
    module
  rw [meanEnergy, hH, dotProduct_smul, smul_eq_mul, Complex.re_ofReal_mul, mul_div_assoc,
    div_self hn.ne', mul_one]
```

The amplitude formula gives the eigenvalues of the test states. For $\psi_{\rm s}$ the transpose is $\psi_{\rm s}$ and the trace is $3$, so $X\psi_{\rm s}=(1-3)\psi_{\rm s}=-2\psi_{\rm s}$. The other two are traceless, so $X$ acts as the swap: $X\psi_{\rm t}=-\psi_{\rm t}$ and $X\psi_{\rm q}=\psi_{\rm q}$. These are `hs`, `ht`, `hq`. From $\mathbf S_{\rm tot}^2=2X+4$ the squared total spins are $0,2,6$, and from $al+bl^2$ the energies are
$$E_0=4b-2a,\qquad E_1=b-a,\qquad E_2=a+b,$$
with the subscript giving $S$. The gaps above the quintet are $E_1-E_2=-2a$ and $E_0-E_2=3(b-a)$.

```lean
/-- The three explicit states are nonzero, have `(S₁ + S₂)² = 0, 2, 6`, and have mean
energies `4b - 2a`, `b - a`, `a + b`. -/
theorem multiplet_states (a b : ℝ) :
    (singlet ≠ 0 ∧ totalSpinSq *ᵥ singlet = 0 ∧ meanEnergy a b singlet = 4 * b - 2 * a) ∧
    (triplet ≠ 0 ∧ totalSpinSq *ᵥ triplet = (2 : ℂ) • triplet ∧
      meanEnergy a b triplet = b - a) ∧
    (quintet ≠ 0 ∧ totalSpinSq *ᵥ quintet = (6 : ℂ) • quintet ∧
      meanEnergy a b quintet = a + b) := by
  have hs : X *ᵥ singlet = ((-2 : ℝ) : ℂ) • singlet := by
    ext ⟨i, j⟩
    rw [X_mulVec]
    fin_cases i <;> fin_cases j <;> simp [singlet] <;> norm_num
  have ht : X *ᵥ triplet = ((-1 : ℝ) : ℂ) • triplet := by
    ext ⟨i, j⟩
    rw [X_mulVec]
    fin_cases i <;> fin_cases j <;> simp [triplet]
  have hq : X *ᵥ quintet = ((1 : ℝ) : ℂ) • quintet := by
    ext ⟨i, j⟩
    rw [X_mulVec]
    fin_cases i <;> fin_cases j <;> simp [quintet]
  have ns : singlet ≠ 0 := fun h => by simpa [singlet] using congrFun h (0, 0)
  have nt : triplet ≠ 0 := fun h => by simpa [triplet] using congrFun h (0, 1)
  have nq : quintet ≠ 0 := fun h => by simpa [quintet] using congrFun h (0, 1)
  have e : ∀ v, totalSpinSq *ᵥ v = (2 : ℂ) • (X *ᵥ v) + (4 : ℂ) • v := fun v => by
    simp only [totalSpinSq_eq, add_mulVec, smul_mulVec, one_mulVec]
  refine ⟨⟨ns, ?_, ?_⟩, ⟨nt, ?_, ?_⟩, ⟨nq, ?_, ?_⟩⟩
  · rw [e, hs]; push_cast; module
  · rw [meanEnergy_of_eigen a b _ ns hs]; ring
  · rw [e, ht]; push_cast; module
  · rw [meanEnergy_of_eigen a b _ nt ht]; ring
  · rw [e, hq]; push_cast; module
  · rw [meanEnergy_of_eigen a b _ nq hq]; ring
```

## Positivity bounds every mean energy

In Mathlib `PosSemidef` says that a matrix $M$ is Hermitian and that $\langle v|M|v\rangle\ge0$ for all $v$, in the complex order above. For $M=H-E$ with $E$ real this reads $\langle v|H|v\rangle-E\langle v|v\rangle\ge0$. Taking real parts (`h'`) and dividing by the positive norm gives $E\le\langle v|H|v\rangle/\langle v|v\rangle$ for every $v\neq0$.

```lean
/-- If `H - E` is positive semidefinite, every nonzero state has mean energy at least `E`. -/
theorem le_meanEnergy {a b E : ℝ} (hP : (H a b - (E : ℂ) • (1 : Dimer)).PosSemidef)
    {v : Fin 3 × Fin 3 → ℂ} (hv : v ≠ 0) : E ≤ meanEnergy a b v := by
  have hn : 0 < (star v ⬝ᵥ v).re := (Complex.lt_def.mp (lt_of_le_of_ne
    (dotProduct_star_self_nonneg v) (Ne.symm (mt dotProduct_star_self_eq_zero.mp hv)))).1
  have h := hP.dotProduct_mulVec_nonneg v
  rw [sub_mulVec, smul_mulVec, one_mulVec, dotProduct_sub, dotProduct_smul, smul_eq_mul] at h
  have h' := (Complex.le_def.mp h).1
  rw [Complex.sub_re, Complex.re_ofReal_mul, Complex.zero_re] at h'
  rw [meanEnergy, le_div_iff₀ hn]
  linarith
```

## Positivity of $H-(a+b)$ holds exactly for $a\le0$, $a\le b$

The first main theorem states, for all real $a$ and $b$, that the matrix $aX+bX^2-(a+b)$ is positive semidefinite if and only if $a\le0$ and $a\le b$.

Suppose it is positive semidefinite. The bound just proved, with $E=a+b$, applies to the test states. The singlet gives $a+b\le4b-2a$ (`h1`), which is $a\le b$. The triplet gives $a+b\le b-a$ (`h2`), which is $a\le0$.

Conversely, suppose both inequalities hold. $X$ is Hermitian because each $S_k$ is, and so are the real polynomials $T$ and $Q$. For a Hermitian $T$,
$$\langle v|T^2|v\rangle=\langle Tv|Tv\rangle\ge0,$$
and likewise for $Q$; in Lean this is `posSemidef_conjTranspose_mul_self` followed by the replacement of $T^\dagger$ by $T$. The coefficients $-a/2$ and $(b-a)/3$ are nonnegative, and a sum of positive semidefinite matrices with nonnegative coefficients is positive semidefinite. This direction covers all vectors of the nine-dimensional space at once, without a proof that the three multiplets span it.

```lean
/-- `a X + b X² - (a + b)` is positive semidefinite if and only if `a ≤ 0` and `a ≤ b`. -/
theorem posSemidef_iff (a b : ℝ) :
    (H a b - ((a + b : ℝ) : ℂ) • (1 : Dimer)).PosSemidef ↔ a ≤ 0 ∧ a ≤ b := by
  constructor
  · intro hP
    -- test on the triplet and on the singlet
    obtain ⟨⟨ns, -, es⟩, ⟨nt, -, et⟩, -⟩ := multiplet_states a b
    have h1 := le_meanEnergy hP ns
    have h2 := le_meanEnergy hP nt
    constructor <;> linarith
  · rintro ⟨h1, h2⟩
    have hS : ∀ k i j, star (spin k j i) = spin k i j :=
      fun k i j => congrFun (congrFun (spin_one_algebra.1 k) i) j
    have hX : Xᴴ = X := by
      ext ⟨i, j⟩ ⟨k, l⟩
      simp only [conjTranspose_apply, X, Matrix.sum_apply, kroneckerMap_apply, star_sum,
        star_mul', hS]
    have hT : Tᴴ = T := by simp [T, hX]
    have hQ : Qᴴ = Q := by simp [Q, hX]
    have pT := posSemidef_conjTranspose_mul_self T
    have pQ := posSemidef_conjTranspose_mul_self Q
    rw [hT] at pT
    rw [hQ] at pQ
    rw [sum_of_squares]
    exact (pT.smul (Complex.zero_le_real.mpr (by linarith))).add
      (pQ.smul (Complex.zero_le_real.mpr (by linarith)))
```

## The quintet as the level of least energy

The second theorem is phrased with states. A quintet state is any $\psi\ne0$ with $\mathbf S_{\rm tot}^2\psi=6\psi$. The left side says that every such $\psi$ has mean energy no larger than that of every nonzero $\varphi$, where $\varphi$ is arbitrary and need not be an eigenvector of anything. This holds if and only if $a\le0$ and $a\le b$. The inequality between energies is not strict, so the theorem places the quintet in the lowest level without saying that it is alone there. The fivefold degeneracy behind the name is not part of the statement.

For the forward direction take $\psi=\psi_{\rm q}$, which is a quintet state by `multiplet_states`, and $\varphi=\psi_{\rm s}$ or $\psi_{\rm t}$. This gives $E_2\le E_0$ and $E_2\le E_1$, the same two inequalities as before. For the reverse direction, $(2X+4)\psi=6\psi$ divided by two gives $X\psi=\psi$ (`hX`), so $\psi$ has energy $a\cdot1+b\cdot1^2=a+b$. By `posSemidef_iff` and `le_meanEnergy`, every nonzero $\varphi$ has mean energy at least $a+b$.

```lean
/-- Every nonzero state with `(S₁ + S₂)² = 6` has mean energy no larger than that of any
nonzero state, if and only if `a ≤ 0` and `a ≤ b`. -/
theorem quintet_minimal_iff (a b : ℝ) :
    (∀ ψ φ : Fin 3 × Fin 3 → ℂ, ψ ≠ 0 → φ ≠ 0 → totalSpinSq *ᵥ ψ = (6 : ℂ) • ψ →
      meanEnergy a b ψ ≤ meanEnergy a b φ) ↔ a ≤ 0 ∧ a ≤ b := by
  constructor
  · intro h
    obtain ⟨⟨ns, -, es⟩, ⟨nt, -, et⟩, nq, sq, eq⟩ := multiplet_states a b
    have h1 := h _ _ nq ns sq
    have h2 := h _ _ nq nt sq
    constructor <;> linarith
  · intro hab ψ φ hψ hφ h
    simp only [totalSpinSq_eq, add_mulVec, smul_mulVec, one_mulVec] at h
    -- total spin 2 means X = 1
    have hX : X *ᵥ ψ = ((1 : ℝ) : ℂ) • ψ := by
      rw [Complex.ofReal_one]
      linear_combination (norm := module) (1 / 2 : ℂ) • h
    have h1 := le_meanEnergy ((posSemidef_iff a b).mpr hab) hφ
    rw [meanEnergy_of_eigen a b 1 hψ hX]
    linarith

end

end BilinearBiquadraticDimer
```

```lean
#print axioms BilinearBiquadraticDimer.totalSpinSq_eq
-- 'BilinearBiquadraticDimer.totalSpinSq_eq' depends on axioms: [propext, Classical.choice, Quot.sound]
#print axioms BilinearBiquadraticDimer.quintet_minimal_iff
-- 'BilinearBiquadraticDimer.quintet_minimal_iff' depends on axioms: [propext, Classical.choice, Quot.sound]
```

## The Heisenberg limit and the two boundary lines

At $b=0$ both inequalities become $a\le0$, and the sign rule of the pure Heisenberg dimer is recovered, with $E_2=a$, $E_1=-a$, $E_0=-2a$. For $b\ge0$ the rule survives unchanged, since $a\le0$ then implies $a\le b$. For $b<0$ the stronger condition is $a\le b$, and the example $a=-1$, $b=-2$ violates it. On the line $a=0$, $b\ge0$ the triplet test state shares the lowest energy $b$ with the quintet, while the singlet lies at $4b$. On the line $a=b\le0$ the singlet shares the lowest energy $2a$, while the triplet test state lies at $0$. The two lines meet at $a=b=0$, where $H=0$ and all states have the same energy.
